# The level populations of a thermal harmonic oscillator, written through its mean number of quanta, are Boltzmann factors divided by the partition function

The theorem `occupation_canonical` concerns a single harmonic oscillator in thermal equilibrium, with infinitely many equally spaced levels, energies measured from the ground state, and a spacing θ > 0 in units of the thermal energy. The population of level n at mean number of quanta m is defined as mⁿ/(1 + m)ⁿ⁺¹. The theorem says that for m = e^(−θ)/(1 − e^(−θ)) this equals e^(−nθ) divided by the sum of e^(−jθ) over all j ≥ 0. The proof sets q = e^(−θ), notes that q < 1, and writes each Boltzmann factor as a power of q. It then takes the population (1 − q)qⁿ from the earlier theorem `occupation_geometric` and sums the partition function as a geometric series.

In Lean, a first try:

```lean
import Mathlib

open Filter Topology

namespace OscillatorRelaxation

noncomputable section

/-- Population of level `n` in the Boltzmann distribution of a harmonic oscillator with
mean number of quanta `m`; the domain is `m ≥ 0`. -/
def occupation (m : ℝ) (n : ℕ) : ℝ := m ^ n / (1 + m) ^ (n + 1)

/-- With mean `q / (1 - q)` the populations are `(1 - q) q ^ n`. -/
theorem occupation_geometric {q : ℝ} (hq : q < 1) (n : ℕ) :
    occupation (q / (1 - q)) n = (1 - q) * q ^ n := by
  have h : 1 - q ≠ 0 := by linarith
  have h1 : 1 + q / (1 - q) = 1 / (1 - q) := by
    rw [eq_div_iff h, add_mul, div_mul_cancel₀ _ h]
    ring
  have hp : (1 - q) ^ n ≠ 0 := pow_ne_zero n h
  rw [occupation, h1, div_pow, div_pow, one_pow, div_div_eq_mul_div, div_one, pow_succ,
    div_mul_eq_mul_div, div_eq_iff hp]
  ring

/-- For a level spacing of `θ` in units of the thermal energy, the populations are the
Boltzmann factors divided by the partition function. -/
theorem occupation_canonical {θ : ℝ} (hθ : 0 < θ) (n : ℕ) :
    occupation (Real.exp (-θ) / (1 - Real.exp (-θ))) n
      = Real.exp (-(n * θ)) / ∑' j : ℕ, Real.exp (-(j * θ)) := by
  have hx : Real.exp (-θ) < 1 := Real.exp_lt_one (by linarith)
  have e : ∀ j : ℕ, Real.exp (-(j * θ)) = Real.exp (-θ) ^ j := by
    intro j
    rw [← Real.exp_nat_mul, mul_neg]
  simp_rw [e]
  rw [occupation_geometric hx, tsum_geometric_of_lt_one (Real.exp_pos _).le hx, div_inv_eq_mul,
    mul_comm]

end

end OscillatorRelaxation
```

Lean reports:

```
Main.lean:30:33: error(lean.unknownIdentifier): Unknown constant `Real.exp_lt_one`
```

The one message says that Lean knows no constant called `Real.exp_lt_one`. The proof cites that name for the step e^(−θ) < 1, as if it were a lemma that turns a proof that the exponent is negative into a proof that the exponential is below one. The inequality itself is true, since θ > 0; only the name fails to refer to anything in the Mathlib being used.

The repair cites `Real.exp_lt_one_iff` instead, which does exist. It is an equivalence: the exponential of x is less than one exactly when x is negative. An equivalence can't be applied directly to a proof of one side, so `.mpr` picks out the direction from right to left, from x < 0 to the bound on the exponential. With x = −θ, what remains to be shown is −θ < 0, and the unchanged `by linarith` gets this from the hypothesis `hθ`. The rest of the proof stays as it was.

As a diff, the version that Lean accepts:

```diff
@@ -28,5 +28,5 @@
     occupation (Real.exp (-θ) / (1 - Real.exp (-θ))) n
       = Real.exp (-(n * θ)) / ∑' j : ℕ, Real.exp (-(j * θ)) := by
-  have hx : Real.exp (-θ) < 1 := Real.exp_lt_one (by linarith)
+  have hx : Real.exp (-θ) < 1 := Real.exp_lt_one_iff.mpr (by linarith)
   have e : ∀ j : ℕ, Real.exp (-(j * θ)) = Real.exp (-θ) ^ j := by
     intro j
```
